# Recurrence and orthonormality of the displaced phonon overlap table

An error in a phonon overlap table can give a spectrum whose sideband weights don't add up to one. Even a correct formula can cause trouble: evaluated term by term in floating point at large phonon numbers, its factorials can overflow and its alternating terms can nearly cancel. A recurrence avoids the factorials, though its terms can still nearly cancel, and orthonormality provides a check on the entries.

The table arises when an electron shifts the equilibrium position of a harmonic mode without changing its frequency. For a mode of mass $\mu$ and angular frequency $\omega$, write the shift as $g\sqrt{2\hbar/(\mu\omega)}$ with $g$ real and dimensionless, and let $m,n\ge 0$ be phonon numbers. The overlap of the $m$-phonon state with the displaced $n$-phonon state is

$$D_{mn}=e^{-g^2/2}\sqrt{m!\,n!}\sum_{k=0}^{\min(m,n)}\frac{g^{m-k}(-g)^{n-k}}{k!\,(m-k)!\,(n-k)!}.$$

It satisfies

$$\sqrt{m+1}\,D_{m+1,n}=\sqrt n\,D_{m,n-1}+gD_{mn},\qquad \sum_{m=0}^{\infty}D_{mn}D_{mp}=\delta_{np},$$

where the first term on the right of the recurrence is zero for $n=0$.

## Filling and checking a table

For a single displaced mode, these numbers enter polaron hopping amplitudes and Franck–Condon factors. A code can set $D_{00}=e^{-g^2/2}$, fill the first row with $D_{0,n+1}=-g\,D_{0n}/\sqrt{n+1}$, and obtain each further row from the one before. The new entry in column $n$ needs only columns $n-1$ and $n$ of the previous row, so cutting off the columns introduces no error into those kept. If the rows stop at $M$, the amount by which $\sum_{m\le M}D_{mn}^2$ falls short of one is, in exact arithmetic, the weight discarded from column $n$. Rounding errors can grow from row to row when $g$ and the phonon numbers are large; a sum clearly above one shows that they have spoilt the column.

## From the finite sum to the column products

Set $c_{jk}(x)=x^{j-k}/(j-k)!$ for $k\le j$ and zero otherwise, and let $R_{mn}=\sum_{k=0}^{n}c_{mk}(g)c_{nk}(-g)/k!$. Then $D_{mn}=e^{-g^2/2}\sqrt{m!\,n!}\,R_{mn}$.

For every $k$, $(m+1-k)c_{m+1,k}(g)=g\,c_{mk}(g)$. Writing $m+1=k+(m+1-k)$ gives

$$(m+1)R_{m+1,n}=\sum_{k=0}^{n}k\,\frac{c_{m+1,k}(g)c_{nk}(-g)}{k!}+gR_{mn}.$$

The sum vanishes for $n=0$. For $n\ge1$, the shift $k\to k+1$ with $c_{j+1,k+1}=c_{jk}$ turns it into $R_{m,n-1}$. Multiplying by $e^{-g^2/2}\sqrt{m!\,n!}$ gives the recurrence.

The definition also gives $D_{mn}(g)=D_{nm}(-g)$, so the recurrence in the other index is

$$\sqrt{n+1}\,D_{m,n+1}=\sqrt m\,D_{m-1,n}-gD_{mn}.$$

The minus sign is easily lost here, and without it the $g$ terms below would add instead of cancelling.

Let $S_{np}=\sum_m D_{mn}D_{mp}$. Multiply the last relation by $D_{mp}$, sum over $m$, shift the index and apply the first recurrence:

$$\begin{aligned}\sqrt{n+1}\,S_{n+1,p}&=\sum_{m\ge0}\sqrt{m+1}\,D_{mn}D_{m+1,p}-gS_{np}\\&=\sqrt p\,S_{n,p-1}+gS_{np}-gS_{np}=\sqrt p\,S_{n,p-1}.\end{aligned}$$

Convergence of the series on the right carries over to the left. Since $D_{m0}^2=e^{-g^2}g^{2m}/m!$, the exponential series gives $S_{00}=1$. The relation at $p=0$ gives $S_{n+1,0}=0$, and $S_{0,n+1}=0$ by symmetry. Finally, by induction on $n$, $S_{n+1,p+1}=\sqrt{(p+1)/(n+1)}\,\delta_{np}=\delta_{np}$.

The symmetry gives orthonormal rows. Squaring the recurrence and summing over $m$ gives the mean phonon number of the displaced $n$-phonon state, $\sum_m m\,D_{mn}^2=n+g^2$; the cross term vanishes because different columns are orthogonal, or because of its factor $\sqrt n$ when $n=0$.

## The Lean source

```lean
import Mathlib

open scoped Nat

namespace DisplacedPhononOverlap

noncomputable section

/-- The overlap `D_mn` of the `m`-phonon state with the `n`-phonon state displaced by the
real amplitude `g`, as an explicit finite sum. -/
def overlap (g : ℝ) (m n : ℕ) : ℝ :=
  Real.exp (-g ^ 2 / 2) * √((m ! : ℝ) * (n ! : ℝ)) *
    ∑ k ∈ Finset.range (min m n + 1), g ^ (m - k) * (-g) ^ (n - k) /
      ((k ! : ℝ) * ((m - k)! : ℝ) * ((n - k)! : ℝ))

/-- The coefficient `x^(j-k)/(j-k)!` for `k ≤ j`, set to zero for `k > j`. -/
def shiftCoeff (x : ℝ) (j k : ℕ) : ℝ :=
  if k ≤ j then x ^ (j - k) / ((j - k)! : ℝ) else 0

/-- The overlap sum without its Gaussian and square-root prefactors, with `k` running
from `0` to `n`. -/
def reducedOverlap (g : ℝ) (m n : ℕ) : ℝ :=
  ∑ k ∈ Finset.range (n + 1), shiftCoeff g m k * shiftCoeff (-g) n k / (k ! : ℝ)

/-- The overlap is the reduced overlap times `exp(-g²/2) √(m! n!)`. -/
theorem overlap_eq_reduced (g : ℝ) (m n : ℕ) :
    overlap g m n =
      Real.exp (-g ^ 2 / 2) * √((m ! : ℝ) * (n ! : ℝ)) * reducedOverlap g m n := by
  unfold overlap reducedOverlap
  congr 1
  refine (Finset.sum_congr rfl ?_).trans (Finset.sum_subset ?_ ?_)
  · intro k hk
    have hk' := Finset.mem_range.1 hk
    have h1 : k ≤ m := by omega
    have h2 : k ≤ n := by omega
    simp only [shiftCoeff, if_pos h1, if_pos h2]
    rw [div_mul_div_comm, div_div]
    congr 1
    ring
  · intro k hk
    simp only [Finset.mem_range] at hk ⊢
    omega
  · intro k _ hk
    simp only [Finset.mem_range, not_lt] at hk
    rcases (by omega : m < k ∨ n < k) with h | h
    · simp only [shiftCoeff, if_neg (Nat.not_le.2 h), zero_mul, zero_div]
    · simp only [shiftCoeff, if_neg (Nat.not_le.2 h), mul_zero, zero_div]

/-- `m+1` times the reduced overlap of `m+1` and `n` is its sum weighted by the summation index `k`,
plus `g` times the reduced overlap of `m` and `n`. -/
theorem reducedOverlap_split (g : ℝ) (m n : ℕ) :
    ((m : ℝ) + 1) * reducedOverlap g (m + 1) n =
      ∑ k ∈ Finset.range (n + 1),
        (k : ℝ) * (shiftCoeff g (m + 1) k * shiftCoeff (-g) n k / (k ! : ℝ)) +
      g * reducedOverlap g m n := by
  have hrec : ∀ k : ℕ, ((m : ℝ) + 1 - k) * shiftCoeff g (m + 1) k = g * shiftCoeff g m k := by
    intro k
    rcases lt_trichotomy k (m + 1) with h | h | h
    · obtain ⟨d, rfl⟩ := Nat.exists_eq_add_of_le (Nat.lt_succ_iff.1 h)
      have h1 : k ≤ k + d + 1 := by omega
      have h2 : k ≤ k + d := by omega
      have a : k + d + 1 - k = d + 1 := by omega
      have b : k + d - k = d := by omega
      have hk : ((k + d : ℕ) : ℝ) + 1 - k = d + 1 := by push_cast; ring
      rw [hk]
      simp only [shiftCoeff, if_pos h1, if_pos h2, a, b, Nat.factorial_succ, pow_succ]
      push_cast
      field_simp
    · subst h
      simp [shiftCoeff]
    · have h1 : ¬ k ≤ m + 1 := by omega
      have h2 : ¬ k ≤ m := by omega
      simp only [shiftCoeff, if_neg h1, if_neg h2, mul_zero]
  unfold reducedOverlap
  rw [Finset.mul_sum, Finset.mul_sum, ← Finset.sum_add_distrib]
  refine Finset.sum_congr rfl fun k _ => ?_
  linear_combination (shiftCoeff (-g) n k / (k ! : ℝ)) * hrec k

/-- The recurrence `√(m+1) D_(m+1,n) = √n D_(m,n-1) + g D_mn`; for `n = 0` the first term
on the right is zero. -/
theorem overlap_recurrence (g : ℝ) (m n : ℕ) :
    √((m : ℝ) + 1) * overlap g (m + 1) n =
      √(n : ℝ) * overlap g m (n - 1) + g * overlap g m n := by
  have sq : √((m : ℝ) + 1) * √((m : ℝ) + 1) = m + 1 := Real.mul_self_sqrt (by positivity)
  have r1 : √(((m + 1)! : ℝ) * (n ! : ℝ)) = √((m : ℝ) + 1) * √((m ! : ℝ) * (n ! : ℝ)) := by
    rw [← Real.sqrt_mul (by positivity)]
    congr 1
    push_cast [Nat.factorial_succ]
    ring
  have core := reducedOverlap_split g m n
  rw [overlap_eq_reduced g (m + 1) n, overlap_eq_reduced g m n, r1]
  cases n with
  | zero =>
    rw [Finset.sum_range_one, Nat.cast_zero, zero_mul, zero_add] at core
    rw [Nat.cast_zero, Real.sqrt_zero, zero_mul, zero_add]
    linear_combination
      Real.exp (-g ^ 2 / 2) * √((m ! : ℝ) * (0 ! : ℝ)) * reducedOverlap g (m + 1) 0 * sq +
      Real.exp (-g ^ 2 / 2) * √((m ! : ℝ) * (0 ! : ℝ)) * core
  | succ n =>
    -- the part weighted by k is the reduced overlap with one phonon fewer on each side
    have shift : ∑ k ∈ Finset.range (n + 1 + 1), (k : ℝ) *
        (shiftCoeff g (m + 1) k * shiftCoeff (-g) (n + 1) k / (k ! : ℝ)) =
        reducedOverlap g m n := by
      unfold reducedOverlap
      rw [Finset.sum_range_succ', Nat.cast_zero, zero_mul, add_zero]
      refine Finset.sum_congr rfl fun k _ => ?_
      have hc : ∀ (x : ℝ) (j : ℕ), shiftCoeff x (j + 1) (k + 1) = shiftCoeff x j k := by
        intro x j
        simp [shiftCoeff]
      rw [hc, hc, Nat.factorial_succ]
      push_cast
      field_simp
    have r2 : √((m ! : ℝ) * ((n + 1)! : ℝ)) =
        √((n + 1 : ℕ) : ℝ) * √((m ! : ℝ) * (n ! : ℝ)) := by
      rw [← Real.sqrt_mul (by positivity)]
      congr 1
      push_cast [Nat.factorial_succ]
      ring
    rw [shift] at core
    rw [Nat.add_sub_cancel, overlap_eq_reduced g m n]
    linear_combination
      Real.exp (-g ^ 2 / 2) * √((m ! : ℝ) * ((n + 1)! : ℝ)) *
        reducedOverlap g (m + 1) (n + 1) * sq +
      Real.exp (-g ^ 2 / 2) * √((m ! : ℝ) * ((n + 1)! : ℝ)) * core +
      Real.exp (-g ^ 2 / 2) * reducedOverlap g m n * r2

/-- Exchanging the two phonon numbers reverses the displacement. -/
theorem overlap_symm (g : ℝ) (m n : ℕ) : overlap g m n = overlap (-g) n m := by
  unfold overlap
  rw [min_comm n m, mul_comm (n ! : ℝ) (m ! : ℝ), neg_neg, neg_sq]
  congr 1
  refine Finset.sum_congr rfl fun k _ => ?_
  rw [mul_comm (g ^ (m - k)), mul_right_comm (k ! : ℝ)]

/-- The squared overlaps with the displaced vacuum are Poisson weights of mean `g²`. -/
theorem overlap_vacuum_sq (g : ℝ) (m : ℕ) :
    overlap g m 0 ^ 2 = Real.exp (-g ^ 2) * ((g ^ 2) ^ m / (m ! : ℝ)) := by
  have e : overlap g m 0 = Real.exp (-g ^ 2 / 2) * √(m ! : ℝ) * (g ^ m / (m ! : ℝ)) := by
    simp [overlap]
  have hE : Real.exp (-g ^ 2 / 2) ^ 2 = Real.exp (-g ^ 2) := by
    rw [sq, ← Real.exp_add]
    congr 1
    ring
  have hs : √(m ! : ℝ) ^ 2 = (m ! : ℝ) := Real.sq_sqrt (by positivity)
  have hg : (g ^ m) ^ 2 = (g ^ 2) ^ m := by rw [← pow_mul, ← pow_mul, mul_comm]
  rw [e, mul_pow, mul_pow, div_pow, hE, hs, hg]
  field_simp

/-- If the overlap series of columns `n` and `p` sums to `s`, and `√p` times that of columns
`n` and `p-1` sums to `t`, then the series of columns `n+1` and `p` sums to `t/√(n+1)`. -/
theorem hasSum_raise {g s t : ℝ} {n p : ℕ}
    (hs : HasSum (fun m => overlap g m n * overlap g m p) s)
    (ht : HasSum (fun m => √(p : ℝ) * (overlap g m n * overlap g m (p - 1))) t) :
    HasSum (fun m => overlap g m (n + 1) * overlap g m p) (t / √((n : ℝ) + 1)) := by
  have h1 : HasSum (fun m : ℕ => √((m + 1 : ℕ) : ℝ) * overlap g m n * overlap g (m + 1) p)
      (t + g * s) := by
    have e : ∀ m : ℕ, √((m + 1 : ℕ) : ℝ) * overlap g m n * overlap g (m + 1) p =
        √(p : ℝ) * (overlap g m n * overlap g m (p - 1)) +
          g * (overlap g m n * overlap g m p) := by
      intro m
      push_cast
      linear_combination overlap g m n * overlap_recurrence g m p
    simp only [e]
    exact ht.add (hs.mul_left g)
  -- shift the summation index; the new term at m = 0 vanishes
  have h2 : HasSum (fun m : ℕ => √(m : ℝ) * overlap g (m - 1) n * overlap g m p)
      (t + g * s) := by
    refine (hasSum_nat_add_iff' 1).1 ?_
    simp only [Finset.sum_range_one, Nat.cast_zero, Real.sqrt_zero, zero_mul, sub_zero,
      Nat.add_sub_cancel]
    exact h1
  have hne : √((n : ℝ) + 1) ≠ 0 := (Real.sqrt_pos.2 (by positivity)).ne'
  have e : ∀ m : ℕ, overlap g m (n + 1) * overlap g m p =
      (√(m : ℝ) * overlap g (m - 1) n * overlap g m p -
        g * (overlap g m n * overlap g m p)) / √((n : ℝ) + 1) := by
    intro m
    have h := overlap_recurrence (-g) n m
    rw [← overlap_symm g, ← overlap_symm g, ← overlap_symm g] at h
    rw [eq_div_iff hne]
    linear_combination overlap g m p * h
  have h3 := (h2.sub (hs.mul_left g)).div_const (√((n : ℝ) + 1))
  rw [add_sub_cancel_right] at h3
  simp only [e]
  exact h3

/-- The columns of the displaced phonon overlap table are orthonormal in `ℓ²`. -/
theorem columns_orthonormal (g : ℝ) (n p : ℕ) :
    HasSum (fun m => overlap g m n * overlap g m p) (if n = p then 1 else 0) := by
  induction n generalizing p with
  | zero =>
    induction p with
    | zero =>
      have hexp : HasSum (fun m : ℕ => (g ^ 2) ^ m / (m ! : ℝ)) (Real.exp (g ^ 2)) := by
        rw [Real.exp_eq_exp_ℝ, NormedSpace.exp_eq_tsum_div]
        exact (Real.summable_pow_div_factorial _).hasSum
      have h := hexp.mul_left (Real.exp (-g ^ 2))
      rw [← Real.exp_add, neg_add_cancel, Real.exp_zero] at h
      rw [if_pos rfl]
      simp only [← sq, overlap_vacuum_sq]
      exact h
    | succ p ih =>
      have ih' : HasSum (fun m => overlap g m p * overlap g m 0)
          (if 0 = p then 1 else 0) := by
        simpa only [mul_comm] using ih
      have h := hasSum_raise (t := 0) ih' (by simp [hasSum_zero])
      rw [zero_div] at h
      rw [if_neg (by omega)]
      simpa only [mul_comm] using h
  | succ n ih =>
    cases p with
    | zero =>
      have h := hasSum_raise (t := 0) (ih 0) (by simp [hasSum_zero])
      rw [zero_div] at h
      rw [if_neg (by omega)]
      exact h
    | succ p =>
      have h := hasSum_raise (ih (p + 1)) ((ih p).mul_left (√((p + 1 : ℕ) : ℝ)))
      convert h using 1
      by_cases hnp : n = p
      · subst hnp
        have hne : √((n : ℝ) + 1) ≠ 0 := (Real.sqrt_pos.2 (by positivity)).ne'
        rw [if_pos rfl, if_pos rfl, mul_one, Nat.cast_succ, div_self hne]
      · rw [if_neg (by omega), if_neg hnp, mul_zero, zero_div]

/-- The rows of the displaced phonon overlap table are orthonormal in `ℓ²` as well. -/
theorem rows_orthonormal (g : ℝ) (m p : ℕ) :
    HasSum (fun n => overlap g m n * overlap g p n) (if m = p then 1 else 0) := by
  have h := columns_orthonormal (-g) m p
  simpa only [← overlap_symm g] using h

/-- The mean phonon number in the displaced `n`-phonon state is `n + g²`. -/
theorem mean_phonon_number (g : ℝ) (n : ℕ) :
    HasSum (fun m : ℕ => (m : ℝ) * overlap g m n ^ 2) (n + g ^ 2) := by
  -- square the recurrence and sum it with the orthonormality of the columns
  have e : ∀ m : ℕ, ((m + 1 : ℕ) : ℝ) * overlap g (m + 1) n ^ 2 =
      (n : ℝ) * (overlap g m (n - 1) * overlap g m (n - 1)) +
        2 * g * √(n : ℝ) * (overlap g m (n - 1) * overlap g m n) +
        g ^ 2 * (overlap g m n * overlap g m n) := by
    intro m
    have s1 : √((m : ℝ) + 1) ^ 2 = m + 1 := Real.sq_sqrt (by positivity)
    have s2 : √(n : ℝ) ^ 2 = n := Real.sq_sqrt (by positivity)
    push_cast
    linear_combination (√((m : ℝ) + 1) * overlap g (m + 1) n +
      √(n : ℝ) * overlap g m (n - 1) + g * overlap g m n) * overlap_recurrence g m n -
      overlap g (m + 1) n ^ 2 * s1 + overlap g m (n - 1) ^ 2 * s2
  have hc : 2 * g * √(n : ℝ) * (if n - 1 = n then 1 else 0) = 0 := by
    rcases Nat.eq_zero_or_pos n with h | h
    · simp [h]
    · rw [if_neg (by omega), mul_zero]
  have H := (((columns_orthonormal g (n - 1) (n - 1)).mul_left (n : ℝ)).add
    ((columns_orthonormal g (n - 1) n).mul_left (2 * g * √(n : ℝ)))).add
    ((columns_orthonormal g n n).mul_left (g ^ 2))
  rw [hc, if_pos rfl, if_pos rfl, mul_one, mul_one, add_zero] at H
  refine (hasSum_nat_add_iff' 1).1 ?_
  simp only [Finset.sum_range_one, Nat.cast_zero, zero_mul, sub_zero, e]
  exact H

end

end DisplacedPhononOverlap
```

```lean
#print axioms DisplacedPhononOverlap.rows_orthonormal
#print axioms DisplacedPhononOverlap.mean_phonon_number
```

```
'DisplacedPhononOverlap.rows_orthonormal' depends on axioms: [propext, Classical.choice, Quot.sound]
'DisplacedPhononOverlap.mean_phonon_number' depends on axioms: [propext, Classical.choice, Quot.sound]
```

## Real-number identities, with no rounding bounds

`overlap g m n` is $D_{mn}$, with `g` real and `m`, `n` natural numbers. In `overlap_recurrence`, `n - 1` equals 0 at `n = 0`, and the factor `√n` removes that term. `columns_orthonormal` states, for every `g`, `n` and `p`, that the series converges to 1 if `n = p` and to 0 otherwise.

`reducedOverlap_split` performs the splitting of $m+1$, and `overlap_recurrence` restores the prefactors, with `linear_combination` doing the algebra. `hasSum_raise` is the relation between $S_{n+1,p}$ and $S_{n,p-1}$; `columns_orthonormal` runs the induction.

The index shift in `hasSum_raise` rests on Mathlib's `hasSum_nat_add_iff'`. It says that a series has sum $a$ exactly when the series without its first terms has sum $a$ minus those terms. Here the one omitted term contains $\sqrt0$, so both convergence and value pass to the full series unchanged.

The table is defined by its formula; identifying it with the matrix elements $\langle m|e^{g(b^\dagger-b)}|n\rangle$, where $b$ removes a phonon, is a separate step. The theorems give no bound on how rounding errors grow as the recurrence is iterated.
